# Imaginary level shifts change a second-order energy less than equal real ones when all gaps exceed the shift

## Small denominators and two shifts

In second-order perturbation theory, each excited configuration lowers the energy by a squared coupling divided by an energy gap. If a configuration comes close in energy to the reference state, its gap is nearly zero and its contribution can become very large. Such a configuration is called an intruder state.

A common remedy is to shift the gaps. A real level shift adds a positive number \(s\) to every gap. An imaginary level shift adds \(\mathrm{i}s\) and keeps the real part of the resulting energy. Either shift also alters the contributions of configurations that were harmless. For the same \(s\), which of the two alters the energy less?

## The three energies

Let \(i\) run over a finite family of configurations. Write \(D_i\) for the gap, meaning the zeroth-order energy of configuration \(i\) minus that of the reference, and \(w_i\) for the squared magnitude of its coupling to the reference. The unshifted, real-shifted and imaginary-shifted energies are

\[
E=-\sum_i\frac{w_i}{D_i},\qquad
E_{\mathrm R}=-\sum_i\frac{w_i}{D_i+s},\qquad
E_{\mathrm I}=-\sum_i\frac{w_iD_i}{D_i^2+s^2}.
\]

The error of a shifted energy is its distance from the unshifted one, \(|E_{\mathrm R}-E|\) or \(|E_{\mathrm I}-E|\).

**Result.** Let the family be nonempty, with \(D_i>0\) and \(w_i>0\) for all \(i\), and let \(s>0\). If \(D_i>s\) for all \(i\), then \(|E_{\mathrm I}-E|<|E_{\mathrm R}-E|\). If \(D_i<s\) for all \(i\), then \(|E_{\mathrm R}-E|<|E_{\mathrm I}-E|\).

Both kinds of shift are used in multireference perturbation theory such as CASPT2; the comparison here is for a model in which every configuration has its own independent denominator and the shifted energy receives no subsequent correction.

## The imaginary-shift formula from a complex equation

With an imaginary shift, the contribution \(t_i\) of configuration \(i\), up to the overall minus sign of the energy, solves

\[
(D_i+\mathrm{i}s)\,t_i=w_i .
\]

Write \(t_i=a_i+\mathrm{i}b_i\) with real \(a_i\) and \(b_i\). The real and imaginary parts of the equation are

\[
D_ia_i-s\,b_i=w_i,\qquad D_ib_i+s\,a_i=0 .
\]

Multiply the first by \(D_i\), the second by \(s\), and add. The terms in \(b_i\) cancel, leaving

\[
(D_i^2+s^2)\,a_i=w_iD_i .
\]

Since \(s>0\), the factor on the left is positive and can be divided out. Summing over \(i\) and changing the sign gives \(E_{\mathrm I}=-\operatorname{Re}\sum_i t_i\).

## Neither shift lowers the energy

Subtract the unshifted energy term by term. For the real shift,

\[
E_{\mathrm R}-E=\sum_i\left(\frac{w_i}{D_i}-\frac{w_i}{D_i+s}\right)
=\sum_i\frac{w_i\,s}{D_i(D_i+s)} .
\]

For the imaginary shift,

\[
E_{\mathrm I}-E=\sum_i\left(\frac{w_i}{D_i}-\frac{w_iD_i}{D_i^2+s^2}\right)
=\sum_i\frac{w_i\,s^2}{D_i(D_i^2+s^2)} .
\]

With positive gaps, nonnegative weights and \(s>0\), every term in both sums is nonnegative. Each deviation therefore equals its absolute value.

## The factor \(D_i-s\)

The difference of the two errors is again a single sum. For one term,

\[
\frac{w_is}{D_i}\left(\frac{1}{D_i+s}-\frac{s}{D_i^2+s^2}\right)
=\frac{w_is}{D_i}\cdot\frac{D_i^2+s^2-sD_i-s^2}{(D_i+s)(D_i^2+s^2)} .
\]

The numerator of the second fraction is \(D_i(D_i-s)\), so the factor \(D_i\) cancels and

\[
|E_{\mathrm R}-E|-|E_{\mathrm I}-E|
=\sum_i\frac{w_i\,s\,(D_i-s)}{(D_i+s)(D_i^2+s^2)} .
\]

For positive weights, each term has the sign of \(D_i-s\). If all gaps exceed \(s\), the sum is positive and the imaginary shift has the smaller error. If all gaps lie below \(s\), the sum is negative and the order is reversed. The family must be nonempty because both errors vanish for an empty one.

## A single gap

For one configuration with gap \(D\), the ratio of the errors is

\[
\frac{|E_{\mathrm I}-E|}{|E_{\mathrm R}-E|}=\frac{s(D+s)}{D^2+s^2} .
\]

It equals 1 at \(D=s\). For \(s\) much smaller than \(D\) it is approximately \(s/D\): the error of the real shift is then linear in \(s\), and that of the imaginary shift is quadratic.

## Gaps on both sides of the shift

When some gaps exceed \(s\) and others lie below it, the terms compete and the weights matter. Take \(s=1\), \(D_0=2\) and \(D_1=1/2\), with nonnegative weights \(w_0\) and \(w_1\). The error difference becomes

\[
\frac{w_0\cdot 1}{3\cdot 5}+\frac{w_1\cdot(-\tfrac12)}{\tfrac32\cdot\tfrac54}
=\frac{w_0-4w_1}{15} .
\]

The imaginary shift has the smaller error exactly when \(4w_1<w_0\).

## A bound that holds for gaps of any sign

The real shift moves the pole of each term from \(D_i=0\) to \(D_i=-s\), where a negative gap can still meet it. The imaginary-shift formula has no pole at real \(D_i\). From \((|D_i|-s)^2\ge 0\) it follows that \(2|D_i|s\le D_i^2+s^2\), and hence, for \(w_i\ge 0\),

\[
\left|\frac{w_iD_i}{D_i^2+s^2}\right|\le\frac{w_i}{2s},
\qquad
|E_{\mathrm I}|\le\frac{1}{2s}\sum_iw_i .
\]

An intruder state can thus contribute at most its weight divided by \(2s\).

## How the Lean statement expresses the physics

The finite type `ι` labels the configurations, and the functions `w D : ι → ℝ` give their weights and gaps. The definitions `unshiftedEnergy`, `realShiftEnergy` and `imagShiftEnergy` are \(E\), \(E_{\mathrm R}\) and \(E_{\mathrm I}\), with the minus sign included. The weights are real numbers supplied directly; no Hamiltonian or wavefunction appears from which they would be computed.

The main theorem is `imagShift_versus_realShift`. The hypothesis `hD` says that the reference lies below every configuration in the family, `hw` says that every configuration couples to the reference, and `hs` makes the shift positive. `[Nonempty ι]` supplies at least one configuration. The conclusion joins two implications with `∧`, one for `∀ i, s < D i` and one for `∀ i, D i < s`.

The reference value for the error is the unshifted second-order energy, not the exact energy. A smaller error therefore means a smaller disturbance of the perturbation result, which is desirable only where that result is sound. For an intruder with a tiny positive gap, the unshifted term is itself the problem. There the imaginary shift almost removes the contribution, while the real shift leaves approximately \(-w_i/s\).

The model also assumes a diagonal zeroth-order problem, with one equation for each configuration. Coupled amplitude equations in an orthonormal basis reduce to this form if their matrix is Hermitian and the shift is a multiple of the identity: after diagonalisation, \(D_i\) and \(w_i\) refer to the eigenvectors. The Lean file does not carry out this reduction.

## The complete Lean file

```lean
import Mathlib

open Finset

namespace LevelShiftComparison

noncomputable section

variable {ι : Type*} [Fintype ι]

/-- The unshifted second-order energy `-∑ wᵢ / Dᵢ`, for nonzero gaps `Dᵢ`. -/
def unshiftedEnergy (w D : ι → ℝ) : ℝ := -∑ i, w i / D i

/-- The second-order energy with a real level shift `s` added to every gap,
for `Dᵢ + s` nonzero. -/
def realShiftEnergy (w D : ι → ℝ) (s : ℝ) : ℝ := -∑ i, w i / (D i + s)

/-- The second-order energy with an imaginary level shift of size `s`,
for `Dᵢ` and `s` not both zero. -/
def imagShiftEnergy (w D : ι → ℝ) (s : ℝ) : ℝ :=
  -∑ i, w i * D i / (D i ^ 2 + s ^ 2)

/-- If the complex contributions `tᵢ` solve the equations `(Dᵢ + i s) tᵢ = wᵢ` with `s > 0`,
then the imaginary-shift energy is minus the real part of their sum. -/
theorem imagShiftEnergy_eq_re (w D : ι → ℝ) (s : ℝ) (hs : 0 < s) (t : ι → ℂ)
    (ht : ∀ i, ((D i : ℂ) + (s : ℂ) * Complex.I) * t i = (w i : ℂ)) :
    imagShiftEnergy w D s = -(∑ i, t i).re := by
  unfold imagShiftEnergy
  rw [Complex.re_sum]
  refine congrArg Neg.neg (Finset.sum_congr rfl fun i _ => ?_)
  have hne : D i ^ 2 + s ^ 2 ≠ 0 := by positivity
  -- real and imaginary parts of the shifted equation
  have hre := congrArg Complex.re (ht i)
  have him := congrArg Complex.im (ht i)
  simp only [Complex.mul_re, Complex.mul_im, Complex.add_re, Complex.add_im,
    Complex.ofReal_re, Complex.ofReal_im, Complex.I_re, Complex.I_im] at hre him
  rw [div_eq_iff hne]
  linear_combination -(D i) * hre - s * him

/-- For positive gaps and a positive shift, the real shift changes the energy by
`∑ wᵢ s / (Dᵢ (Dᵢ + s))`. -/
theorem realShift_deviation (w D : ι → ℝ) (s : ℝ) (hD : ∀ i, 0 < D i) (hs : 0 < s) :
    realShiftEnergy w D s - unshiftedEnergy w D = ∑ i, w i * s / (D i * (D i + s)) := by
  unfold realShiftEnergy unshiftedEnergy
  rw [neg_sub_neg, ← Finset.sum_sub_distrib]
  refine Finset.sum_congr rfl fun i _ => ?_
  have h := hD i
  have h1 : D i ≠ 0 := h.ne'
  have h2 : D i + s ≠ 0 := by positivity
  rw [div_sub_div _ _ h1 h2, div_eq_div_iff (mul_ne_zero h1 h2) (mul_ne_zero h1 h2)]
  ring

/-- For positive gaps, the imaginary shift changes the energy by
`∑ wᵢ s² / (Dᵢ (Dᵢ² + s²))`. -/
theorem imagShift_deviation (w D : ι → ℝ) (s : ℝ) (hD : ∀ i, 0 < D i) :
    imagShiftEnergy w D s - unshiftedEnergy w D =
      ∑ i, w i * s ^ 2 / (D i * (D i ^ 2 + s ^ 2)) := by
  unfold imagShiftEnergy unshiftedEnergy
  rw [neg_sub_neg, ← Finset.sum_sub_distrib]
  refine Finset.sum_congr rfl fun i _ => ?_
  have h := hD i
  have h1 : D i ≠ 0 := h.ne'
  have h2 : D i ^ 2 + s ^ 2 ≠ 0 := by positivity
  rw [div_sub_div _ _ h1 h2, div_eq_div_iff (mul_ne_zero h1 h2) (mul_ne_zero h1 h2)]
  ring

/-- For positive gaps, nonnegative weights and a positive shift, the error of the real shift
minus that of the imaginary shift is a sum in which each gap enters with the factor `Dᵢ - s`. -/
theorem error_difference (w D : ι → ℝ) (s : ℝ) (hw : ∀ i, 0 ≤ w i)
    (hD : ∀ i, 0 < D i) (hs : 0 < s) :
    |realShiftEnergy w D s - unshiftedEnergy w D|
        - |imagShiftEnergy w D s - unshiftedEnergy w D| =
      ∑ i, w i * s * (D i - s) / ((D i + s) * (D i ^ 2 + s ^ 2)) := by
  -- neither shift lowers the energy, so the absolute values can be dropped
  have hR : 0 ≤ ∑ i, w i * s / (D i * (D i + s)) := Finset.sum_nonneg fun i _ => by
    have h1 := hD i
    have h2 := hw i
    positivity
  have hI : 0 ≤ ∑ i, w i * s ^ 2 / (D i * (D i ^ 2 + s ^ 2)) :=
    Finset.sum_nonneg fun i _ => by
      have h1 := hD i
      have h2 := hw i
      positivity
  rw [realShift_deviation w D s hD hs, imagShift_deviation w D s hD,
    abs_of_nonneg hR, abs_of_nonneg hI, ← Finset.sum_sub_distrib]
  refine Finset.sum_congr rfl fun i _ => ?_
  have h := hD i
  have h1 : D i * (D i + s) ≠ 0 := by positivity
  have h2 : D i * (D i ^ 2 + s ^ 2) ≠ 0 := by positivity
  have h3 : (D i + s) * (D i ^ 2 + s ^ 2) ≠ 0 := by positivity
  rw [div_sub_div _ _ h1 h2, div_eq_div_iff (mul_ne_zero h1 h2) h3]
  ring

/-- For a nonempty family with positive gaps and weights and a positive shift, the imaginary
shift has a smaller error than the real shift if all gaps exceed the shift, and a larger error
if all gaps lie below it. -/
theorem imagShift_versus_realShift [Nonempty ι] (w D : ι → ℝ) (s : ℝ)
    (hw : ∀ i, 0 < w i) (hD : ∀ i, 0 < D i) (hs : 0 < s) :
    ((∀ i, s < D i) →
      |imagShiftEnergy w D s - unshiftedEnergy w D|
        < |realShiftEnergy w D s - unshiftedEnergy w D|) ∧
    ((∀ i, D i < s) →
      |realShiftEnergy w D s - unshiftedEnergy w D|
        < |imagShiftEnergy w D s - unshiftedEnergy w D|) := by
  have key := error_difference w D s (fun i => (hw i).le) hD hs
  have hden : ∀ i, 0 < (D i + s) * (D i ^ 2 + s ^ 2) := fun i => by
    have h := hD i
    positivity
  constructor
  · intro h
    have hpos : 0 < ∑ i, w i * s * (D i - s) / ((D i + s) * (D i ^ 2 + s ^ 2)) :=
      Finset.sum_pos (fun i _ => div_pos
        (mul_pos (mul_pos (hw i) hs) (sub_pos.2 (h i))) (hden i)) Finset.univ_nonempty
    linarith
  · intro h
    -- now every term of the difference is negative
    have hpos : 0 < ∑ i, -(w i * s * (D i - s) / ((D i + s) * (D i ^ 2 + s ^ 2))) :=
      Finset.sum_pos (fun i _ => neg_pos.2 (div_neg_of_neg_of_pos
        (mul_neg_of_pos_of_neg (mul_pos (hw i) hs) (sub_neg.2 (h i))) (hden i)))
        Finset.univ_nonempty
    rw [Finset.sum_neg_distrib] at hpos
    linarith

/-- For the two gaps `2` and `1/2`, on either side of the shift `s = 1`, and nonnegative weights,
the imaginary shift has the smaller error exactly when the weight of the large gap is more than
four times that of the small gap. -/
theorem mixed_gaps_criterion (w : Fin 2 → ℝ) (hw : ∀ i, 0 ≤ w i) :
    |imagShiftEnergy w ![2, 1 / 2] 1 - unshiftedEnergy w ![2, 1 / 2]|
        < |realShiftEnergy w ![2, 1 / 2] 1 - unshiftedEnergy w ![2, 1 / 2]|
      ↔ 4 * w 1 < w 0 := by
  have hD : ∀ i, 0 < (![2, 1 / 2] : Fin 2 → ℝ) i := by
    intro i
    fin_cases i <;> norm_num
  have key := error_difference w ![2, 1 / 2] 1 hw hD one_pos
  have h0 : (![2, 1 / 2] : Fin 2 → ℝ) 0 = 2 := rfl
  have h1 : (![2, 1 / 2] : Fin 2 → ℝ) 1 = 1 / 2 := rfl
  rw [Fin.sum_univ_two, h0, h1] at key
  -- the difference of the errors is `(w 0 - 4 * w 1) / 15`, whose sign decides
  have sign : ∀ a b : ℝ, a - b = (w 0 - 4 * w 1) / 15 → (b < a ↔ 4 * w 1 < w 0) := by
    intro a b hab
    constructor <;> intro h <;> linarith
  exact sign _ _ (key.trans (by ring))

/-- For nonnegative weights and a positive shift, the imaginary-shift energy is at most
`(∑ wᵢ) / (2 s)` in magnitude, whatever the size and sign of the gaps. -/
theorem imagShiftEnergy_bounded (w D : ι → ℝ) (s : ℝ) (hw : ∀ i, 0 ≤ w i) (hs : 0 < s) :
    |imagShiftEnergy w D s| ≤ (∑ i, w i) / (2 * s) := by
  unfold imagShiftEnergy
  rw [abs_neg, Finset.sum_div]
  refine (Finset.abs_sum_le_sum_abs _ _).trans (Finset.sum_le_sum fun i _ => ?_)
  have hden : 0 < D i ^ 2 + s ^ 2 := by positivity
  have h2s : 0 < 2 * s := by positivity
  -- arithmetic-geometric mean inequality for the squares of the gap and the shift
  have hag : 2 * |D i| * s ≤ D i ^ 2 + s ^ 2 := by
    nlinarith [sq_nonneg (|D i| - s), sq_abs (D i)]
  rw [abs_div, abs_mul, abs_of_nonneg (hw i), abs_of_pos hden, div_le_div_iff₀ hden h2s]
  nlinarith [mul_le_mul_of_nonneg_left hag (hw i)]

end

end LevelShiftComparison
```

```lean
#print axioms LevelShiftComparison.imagShiftEnergy_eq_re
#print axioms LevelShiftComparison.imagShift_versus_realShift
#print axioms LevelShiftComparison.mixed_gaps_criterion
#print axioms LevelShiftComparison.imagShiftEnergy_bounded
```

```
'LevelShiftComparison.imagShiftEnergy_eq_re' depends on axioms: [propext, Classical.choice, Quot.sound]
'LevelShiftComparison.imagShift_versus_realShift' depends on axioms: [propext, Classical.choice, Quot.sound]
'LevelShiftComparison.mixed_gaps_criterion' depends on axioms: [propext, Classical.choice, Quot.sound]
'LevelShiftComparison.imagShiftEnergy_bounded' depends on axioms: [propext, Classical.choice, Quot.sound]
```

## From the complex equation to the real formula

`imagShiftEnergy_eq_re` takes as its hypothesis `ht` that the numbers `t i` solve the complex equations. Applying `Complex.re` and `Complex.im` to both sides produces `hre` and `him`, the two real equations above. After `div_eq_iff` clears the denominator, `linear_combination -(D i) * hre - s * him` carries out the elimination of \(b_i\). The coefficients are negative because the goal has its sides in the opposite order.

This theorem places no sign condition on the gaps or weights. It uses `hs` to ensure that \(D_i^2+s^2\) is nonzero even when a gap vanishes; a nonzero shift of either sign would be enough.

## Deviations and their difference

`realShift_deviation` and `imagShift_deviation` have the same structure. The rewrite with `neg_sub_neg` turns the difference of two negative sums into a difference of positive ones in reversed order, and `Finset.sum_sub_distrib` merges them into one sum. `Finset.sum_congr` then reduces the claim to a single configuration. There `div_sub_div` forms the common denominator, `div_eq_div_iff` cross-multiplies, and `ring` verifies the polynomial identity.

`error_difference` first proves that both sums of deviations are nonnegative, as `hR` and `hI`. These allow `abs_of_nonneg` to remove the absolute values. The remaining steps repeat the termwise pattern and produce the factor `(D i - s)`. Nonnegative weights suffice here, so the identity can also be used when some couplings vanish.

## Strict inequalities from terms of one sign

The main proof stores this identity as `key` and the positivity of the denominators as `hden`. When all gaps exceed the shift, `Finset.sum_pos` shows that the sum is positive, using `Finset.univ_nonempty` for the nonempty family. `linarith` then converts a positive difference of errors into the required inequality.

When all gaps lie below the shift, the proof applies `Finset.sum_pos` to the negated terms. `Finset.sum_neg_distrib` takes the minus sign outside the sum, and `linarith` finishes as before.

## The two-gap criterion and the bound

`mixed_gaps_criterion` represents the gaps by `![2, 1 / 2]`, so `w 0` belongs to the gap 2 and `w 1` to the gap 1/2. It specialises `error_difference` and expands the sum over two indices. The auxiliary statement `sign` says that if a difference of two numbers equals \((w_0-4w_1)/15\), its sign is decided by comparing \(4w_1\) with \(w_0\). The final `ring` evaluates the two terms.

`imagShiftEnergy_bounded` begins with the triangle inequality, `Finset.abs_sum_le_sum_abs`, and then treats each term separately. The inequality `hag` is \(2|D_i|s\le D_i^2+s^2\), obtained from the square of \(|D_i|-s\). After `div_le_div_iff₀` clears the positive denominators, multiplying `hag` by the nonnegative weight gives the estimate for that term.
